# The normalised stationary photon distribution of a thermally damped cavity mode is geometric, with mean equal to the bath occupation

## Two levels at the bottom of the ladder

Let $p_n$ be the probability that a cavity mode holds $n$ photons. Suppose that a thermal bath raises the photon number from $n$ to $n+1$ at rate $n+1$ and lowers it from $n$ to $n-1$ at rate $2n$, in some unit of inverse time.

The empty cavity exchanges probability only with the one-photon level. It gains $2p_1$ and loses $p_0$, so in a stationary state $p_1 = p_0/2$.

The one-photon level gains $p_0 + 4p_2$ and loses $(2+2)p_1$. The exchange with the empty cavity is already balanced, since $p_0 = 2p_1$. What remains is $4p_2 = 2p_1$, so $p_2 = p_1/2$.

The same argument climbs the ladder: once the flows across one link cancel, those across the next must cancel too. Each probability is half the previous one, and normalisation gives $p_n = 2^{-(n+1)}$.

## Rates set by the bath occupation

For a general bath the rates are

$$n \to n+1:\quad N(n+1), \qquad\qquad n \to n-1:\quad (N+1)n .$$

The constant $N$ is the mean thermal occupation of the bath modes at the cavity frequency; the example above has $N=1$. Absorption from the bath is proportional to $N$, while emission into it is proportional to $N+1$, the extra $1$ being spontaneous emission. Time is measured in units of the inverse energy damping rate.

These rates are postulated. They describe a single linear mode coupled weakly to a bath without memory, and only the populations are followed, not the coherences between photon numbers. Within that model, the result gives a reference distribution against which a rate-equation or Lindblad simulation of a damped mode can be tested.

## What is stated about stationary sequences

Let $N \ge 0$, and let $p$ be a real sequence with sum $1$ that is stationary at every level. With $q = N/(N+1)$,

$$p_n = (1-q)\,q^n \quad\text{for all } n, \qquad \sum_{n} n\,p_n = N .$$

This is `cavity_thermalisation`. Its ingredients translate as follows.

- `upRate N n` and `downRate N n` are the two rates above.
- `masterRate N p n` is gain minus loss for level $n$, the right-hand side of the master equation. Level $0$ has its own clause because there is no level below it.
- The hypothesis `∀ n, masterRate N p n = 0` is stationarity.
- `HasSum p 1` says that the series converges to $1$. The mean is stated with `HasSum` as well, so its convergence is part of the conclusion.
- `thermal N` is the geometric distribution.

The sequence is not assumed to be non-negative; that follows from the formula. At $N=0$ we have $q=0$, and with $0^0=1$ the distribution is the empty cavity with certainty.

Normalisation is needed. For $N=1$ the sequence $p_n = 2^{-n}$ is stationary, because the master equation is linear, but its sum is $2$ and $\sum_n n\,p_n = 2$, not $1$.

## From zero current to the geometric law

Define the net upward current between levels $n$ and $n+1$:

$$J_n = N(n+1)p_n - (N+1)(n+1)p_{n+1}.$$

Write $R_n$ for gain minus loss at level $n$. Then

$$R_0 = -J_0, \qquad R_{n+1} = J_n - J_{n+1}.$$

Stationarity at level $0$ gives $J_0=0$. If $J_n=0$, stationarity at level $n+1$ gives $J_{n+1}=0$. Hence every current vanishes, which is detailed balance.

Dividing $J_n=0$ by $n+1$, which is never zero, gives $(N+1)p_{n+1} = Np_n$. Thus $p_{n+1}=q\,p_n$, and by induction $p_n=p_0q^n$.

Since $0\le q<1$, the geometric series converges and normalisation reads

$$1 = p_0\sum_n q^n = \frac{p_0}{1-q}, \qquad\text{so}\qquad p_0 = 1-q = \frac{1}{N+1}.$$

The mean follows from $\sum_n nq^n = q/(1-q)^2$:

$$\sum_n n\,p_n = (1-q)\frac{q}{(1-q)^2} = \frac{q}{1-q} = N .$$

Conversely, the geometric distribution has sum $1$ by the same series, and its currents are

$$J_n = (n+1)(1-q)q^n\,\bigl[N-(N+1)q\bigr] = 0,$$

so it is stationary. For each $N\ge 0$ there is therefore exactly one normalised stationary sequence.

## Variance and Boltzmann form

For the variance, expand the square in terms whose sums are known:

$$(n-N)^2 = 2\binom{n+2}{2} - (3+2N)\,n + (N^2-2).$$

This holds because $2\binom{n+2}{2} = n^2+3n+2$. From $\sum_n \binom{n+2}{2}q^n = (1-q)^{-3}$, the first term contributes $2(1-q)^{-2} = 2(N+1)^2$ to the average. Hence

$$\sum_n (n-N)^2p_n = 2(N+1)^2-(3+2N)N+N^2-2 = N(N+1).$$

To bring in temperature, let $x = \hbar\omega/k_BT > 0$, the photon energy divided by the thermal energy, and insert the Bose–Einstein occupation $N = 1/(e^x-1)$. Then $N+1 = e^x/(e^x-1)$ and $q = e^{-x}$, so

$$p_n = (1-e^{-x})\,e^{-nx}.$$

The Bose–Einstein value of $N$ is an input here; the master equation turns it into Boltzmann weights for the cavity.

## The mean away from equilibrium

Now let $p$ be any sequence, not necessarily stationary. Weight the rates by $n$ and sum up to a level $K$:

$$\sum_{n=0}^{K} nR_n = \sum_{n=1}^{K} n(J_{n-1}-J_n) = \sum_{n=0}^{K-1}J_n - KJ_K .$$

In the sum of currents, shift the index of the downward part by one:

$$\sum_{n=0}^{K-1}J_n = \sum_{n=0}^{K-1}\bigl[N(n+1)-(N+1)n\bigr]p_n - (N+1)Kp_K = \sum_{n=0}^{K-1}(N-n)p_n - (N+1)Kp_K .$$

Suppose that $p_n=0$ for all $n\ge M$ and that the probabilities sum to $1$. Taking $K=M$ removes both boundary terms:

$$\sum_{n=0}^{M} nR_n = N-\sum_{n=0}^{M-1}n\,p_n .$$

The left side runs up to $M$ because level $M$, though empty, can receive probability from level $M-1$. Higher levels have zero rate, so the sum contains every contribution to the rate of change of the mean.

This is a statement about one instant. For $N>0$ the upward transitions populate ever higher levels, so the finite-support condition does not persist in time, and the exponential relaxation that the equation suggests would need a separate argument about solutions of the master equation.

## The Lean file

```lean
import Mathlib

open Finset

namespace CavityThermalisation

noncomputable section

/-- Rate of the transition from `n` to `n + 1` photons, for a bath of occupation `N`. -/
def upRate (N : ℝ) (n : ℕ) : ℝ := N * ((n : ℝ) + 1)

/-- Rate of the transition from `n` to `n - 1` photons, for a bath of occupation `N`. -/
def downRate (N : ℝ) (n : ℕ) : ℝ := (N + 1) * (n : ℝ)

/-- Right-hand side of the master equation: gain minus loss of the probability of `n` photons. -/
def masterRate (N : ℝ) (p : ℕ → ℝ) : ℕ → ℝ
  | 0 => downRate N 1 * p 1 - upRate N 0 * p 0
  | n + 1 => upRate N n * p n + downRate N (n + 2) * p (n + 2)
      - (upRate N (n + 1) + downRate N (n + 1)) * p (n + 1)

/-- The geometric photon distribution `(1 - q) q ^ n` with `q = N / (N + 1)`. -/
def thermal (N : ℝ) (n : ℕ) : ℝ := (1 - N / (N + 1)) * (N / (N + 1)) ^ n

/-- In a stationary state the upward and downward flows between neighbouring
photon numbers are equal. -/
theorem detailed_balance {N : ℝ} {p : ℕ → ℝ} (h : ∀ n, masterRate N p n = 0) (n : ℕ) :
    upRate N n * p n = downRate N (n + 1) * p (n + 1) := by
  induction n with
  | zero =>
    have h0 : downRate N 1 * p 1 - upRate N 0 * p 0 = 0 := h 0
    change upRate N 0 * p 0 = downRate N 1 * p 1
    linarith
  | succ k ih =>
    -- the flows across the link below level k + 1 cancel by `ih`, so those across the link above cancel too
    have hk : upRate N k * p k + downRate N (k + 2) * p (k + 2)
      - (upRate N (k + 1) + downRate N (k + 1)) * p (k + 1) = 0 := h (k + 1)
    change upRate N (k + 1) * p (k + 1) = downRate N (k + 2) * p (k + 2)
    linarith

/-- Stationary probabilities form a geometric sequence with ratio `N / (N + 1)`. -/
theorem stationary_geometric {N : ℝ} (hN : 0 ≤ N) {p : ℕ → ℝ}
    (h : ∀ n, masterRate N p n = 0) (n : ℕ) : p n = p 0 * (N / (N + 1)) ^ n := by
  have hne : N + 1 ≠ 0 := by positivity
  induction n with
  | zero => simp
  | succ k ih =>
    have hb := detailed_balance h k
    simp only [upRate, downRate] at hb
    push_cast at hb
    have hk : (k : ℝ) + 1 ≠ 0 := by positivity
    have hp : p (k + 1) = N / (N + 1) * p k := by
      rw [div_mul_eq_mul_div, eq_div_iff hne]
      apply mul_left_cancel₀ hk
      linear_combination -hb
    rw [hp, ih, pow_succ]
    ring

/-- The geometric photon distribution is normalised and stationary under the master equation. -/
theorem thermal_normalised_stationary {N : ℝ} (hN : 0 ≤ N) :
    HasSum (thermal N) 1 ∧ ∀ n, masterRate N (thermal N) n = 0 := by
  have hpos : 0 < N + 1 := by positivity
  have h0 : 0 ≤ N / (N + 1) := by positivity
  have h1 : N / (N + 1) < 1 := by rw [div_lt_one hpos]; linarith
  constructor
  · have hs := (hasSum_geometric_of_lt_one h0 h1).mul_left (1 - N / (N + 1))
    rw [mul_inv_cancel₀ (sub_pos.2 h1).ne'] at hs
    exact hs
  · intro n
    have hq : (N + 1) * (N / (N + 1)) = N := mul_div_cancel₀ N hpos.ne'
    cases n with
    | zero =>
      simp only [masterRate, upRate, downRate, thermal]
      generalize N / (N + 1) = q at hq ⊢
      push_cast
      linear_combination (1 - q) * hq
    | succ k =>
      simp only [masterRate, upRate, downRate, thermal]
      generalize N / (N + 1) = q at hq ⊢
      push_cast
      linear_combination (1 - q) * q ^ k * (((k : ℝ) + 2) * q - (k + 1)) * hq

/-- The mean photon number of the geometric distribution is `N`. -/
theorem thermal_mean {N : ℝ} (hN : 0 ≤ N) :
    HasSum (fun n : ℕ => (n : ℝ) * thermal N n) N := by
  have hpos : 0 < N + 1 := by positivity
  have h0 : 0 ≤ N / (N + 1) := by positivity
  have hq : ‖N / (N + 1)‖ < 1 := by
    rw [Real.norm_eq_abs, abs_of_nonneg h0, div_lt_one hpos]; linarith
  have h1q : 1 - N / (N + 1) = 1 / (N + 1) := by
    rw [eq_div_iff hpos.ne', sub_mul, div_mul_cancel₀ _ hpos.ne']; ring
  have hs := (hasSum_coe_mul_geometric_of_norm_lt_one hq).mul_left (1 - N / (N + 1))
  have e : (1 - N / (N + 1)) * (N / (N + 1) / (1 - N / (N + 1)) ^ 2) = N := by
    rw [h1q]; field_simp
  rw [e] at hs
  have hf : (fun n : ℕ => (n : ℝ) * thermal N n)
      = fun n : ℕ => (1 - N / (N + 1)) * ((n : ℝ) * (N / (N + 1)) ^ n) := by
    funext n; simp only [thermal]; ring
  rw [hf]
  exact hs

/-- A normalised stationary state of the cavity mode is `p n = (1 - q) q ^ n` with
`q = N / (N + 1)`, and its mean photon number is `N`. -/
theorem cavity_thermalisation {N : ℝ} (hN : 0 ≤ N) {p : ℕ → ℝ} (hp : HasSum p 1)
    (h : ∀ n, masterRate N p n = 0) :
    (∀ n, p n = (1 - N / (N + 1)) * (N / (N + 1)) ^ n) ∧
      HasSum (fun n : ℕ => (n : ℝ) * p n) N := by
  have hpos : 0 < N + 1 := by positivity
  have h0 : 0 ≤ N / (N + 1) := by positivity
  have h1 : N / (N + 1) < 1 := by rw [div_lt_one hpos]; linarith
  -- normalisation fixes the probability of the empty cavity
  have hs := (hasSum_geometric_of_lt_one h0 h1).mul_left (p 0)
  have hf : p = fun n => p 0 * (N / (N + 1)) ^ n := funext (stationary_geometric hN h)
  rw [← hf] at hs
  have hu : p 0 * (1 - N / (N + 1))⁻¹ = 1 := hs.unique hp
  have hp0 : p 0 = 1 - N / (N + 1) := by
    rw [← div_eq_mul_inv, div_eq_one_iff_eq (sub_pos.2 h1).ne'] at hu
    exact hu
  have hall : ∀ n, p n = thermal N n := fun n => by
    rw [stationary_geometric hN h n, hp0, thermal]
  refine ⟨hall, ?_⟩
  rw [funext hall]
  exact thermal_mean hN

/-- The photon-number variance of the geometric distribution is `N (N + 1)`. -/
theorem thermal_variance {N : ℝ} (hN : 0 ≤ N) :
    HasSum (fun n : ℕ => ((n : ℝ) - N) ^ 2 * thermal N n) (N * (N + 1)) := by
  have hpos : 0 < N + 1 := by positivity
  have h0 : 0 ≤ N / (N + 1) := by positivity
  have hq : ‖N / (N + 1)‖ < 1 := by
    rw [Real.norm_eq_abs, abs_of_nonneg h0, div_lt_one hpos]; linarith
  have h1q : 1 - N / (N + 1) = 1 / (N + 1) := by
    rw [eq_div_iff hpos.ne', sub_mul, div_mul_cancel₀ _ hpos.ne']; ring
  -- expand the square in binomial coefficients, whose geometric sums are known
  have hA := (hasSum_choose_mul_geometric_of_norm_lt_one 2 hq).mul_left (2 * (1 - N / (N + 1)))
  have e : 2 * (1 - N / (N + 1)) * (1 / (1 - N / (N + 1)) ^ (2 + 1)) = 2 * (N + 1) ^ 2 := by
    rw [h1q, one_div_pow, one_div_one_div, pow_succ (N + 1) 2]
    field_simp
  rw [e] at hA
  have hB := (thermal_mean hN).mul_left (-(3 + 2 * N))
  have hC := (thermal_normalised_stationary hN).1.mul_left (N ^ 2 - 2)
  have key : HasSum (fun n : ℕ =>
      2 * (1 - N / (N + 1)) * (((n + 2).choose 2 : ℕ) * (N / (N + 1)) ^ n)
        + -(3 + 2 * N) * ((n : ℝ) * thermal N n) + (N ^ 2 - 2) * thermal N n)
      (2 * (N + 1) ^ 2 + -(3 + 2 * N) * N + (N ^ 2 - 2) * 1) := (hA.add hB).add hC
  convert key using 1
  · funext n
    rw [Nat.cast_choose_two]
    simp only [thermal]
    generalize N / (N + 1) = q
    push_cast
    ring
  · ring

/-- For bath occupation `1 / (exp x - 1)` with `x > 0`, the geometric distribution is
`(1 - exp (-x)) exp (-n x)`. -/
theorem thermal_boltzmann {x : ℝ} (hx : 0 < x) (n : ℕ) :
    thermal (1 / (Real.exp x - 1)) n = (1 - Real.exp (-x)) * Real.exp (-((n : ℝ) * x)) := by
  have h : Real.exp x - 1 ≠ 0 := by
    have := Real.add_one_le_exp x
    exact ne_of_gt (by linarith)
  have he : Real.exp x ≠ 0 := Real.exp_ne_zero x
  have hs : 1 / (Real.exp x - 1) + 1 = Real.exp x / (Real.exp x - 1) := by
    rw [eq_div_iff h, add_mul, div_mul_cancel₀ _ h]; ring
  have hr : 1 / (Real.exp x - 1) / (1 / (Real.exp x - 1) + 1) = Real.exp (-x) := by
    rw [hs, Real.exp_neg]
    field_simp
  rw [thermal, hr, ← Real.exp_nat_mul, mul_neg]

/-- Summation by parts for the mean photon number, with the boundary terms at level `K`. -/
theorem mean_rate_truncated (N : ℝ) (p : ℕ → ℝ) (K : ℕ) :
    ∑ n ∈ range (K + 1), (n : ℝ) * masterRate N p n
      = ∑ n ∈ range K, (N - (n : ℝ)) * p n - downRate N K * p K
        - (K : ℝ) * (upRate N K * p K - downRate N (K + 1) * p (K + 1)) := by
  induction K with
  | zero => simp [downRate]
  | succ K ih =>
    have hm : masterRate N p (K + 1) = upRate N K * p K + downRate N (K + 1 + 1) * p (K + 1 + 1)
      - (upRate N (K + 1) + downRate N (K + 1)) * p (K + 1) := rfl
    rw [sum_range_succ _ (K + 1), ih, sum_range_succ _ K, hm]
    simp only [upRate, downRate]
    push_cast
    ring

/-- For a normalised distribution with fewer than `M` photons, the master equation gives the
mean photon number the rate of change `N` minus its present value. -/
theorem mean_relaxation (N : ℝ) {p : ℕ → ℝ} {M : ℕ} (hM : ∀ n, M ≤ n → p n = 0)
    (hp : ∑ n ∈ range M, p n = 1) :
    ∑ n ∈ range (M + 1), (n : ℝ) * masterRate N p n
      = N - ∑ n ∈ range M, (n : ℝ) * p n := by
  rw [mean_rate_truncated, hM M le_rfl, hM (M + 1) (Nat.le_succ M)]
  simp only [sub_mul, sum_sub_distrib, ← mul_sum, hp]
  ring

end

end CavityThermalisation
```

```lean
#print axioms CavityThermalisation.thermal_normalised_stationary
#print axioms CavityThermalisation.cavity_thermalisation
#print axioms CavityThermalisation.thermal_boltzmann
#print axioms CavityThermalisation.mean_relaxation
```

```
'CavityThermalisation.thermal_normalised_stationary' depends on axioms: [propext, Classical.choice, Quot.sound]
'CavityThermalisation.cavity_thermalisation' depends on axioms: [propext, Classical.choice, Quot.sound]
'CavityThermalisation.thermal_boltzmann' depends on axioms: [propext, Classical.choice, Quot.sound]
'CavityThermalisation.mean_relaxation' depends on axioms: [propext, Classical.choice, Quot.sound]
```

## How the proof follows the currents

`detailed_balance` is the induction on $J_n=0$, written as an equality of the upward and downward flows. In each case `change` displays the rates at the required level. At level $0$ `linarith` needs only the stationarity equation; in the induction step it combines that equation with the induction hypothesis `ih`. This lemma needs neither $N\ge0$ nor normalisation.

`stationary_geometric` inserts the explicit rates into that balance. The step `mul_left_cancel₀ hk` cancels the factor $k+1$, leaving the recursion `hp`, and a second induction multiplies up the powers of $q$. The assumption $N\ge0$ is used to ensure that $N+1\ne0$.

`thermal_normalised_stationary` proves the converse by substitution, without going through the currents. After the fraction has been replaced by a symbol `q` with the single relation `hq`, namely $(N+1)q=N$, stationarity is a polynomial identity. For level $k+1$, the coefficient given to `linear_combination` comes from the factorisation

$$R_{k+1} = (1-q)q^k\bigl[(k+2)q-(k+1)\bigr]\bigl[(N+1)q-N\bigr],$$

whose last factor vanishes.

`thermal_mean` takes the series for $\sum_n nq^n$ from Mathlib, multiplies it by $1-q$ and simplifies the value to $N$.

`cavity_thermalisation` assembles the main result. The geometric law gives one value for the sum of $p$, namely $p_0(1-q)^{-1}$, and the hypothesis gives another, namely $1$. Since a series has only one sum, `hs.unique hp` equates them and fixes $p_0$. The sequence is then `thermal N` term by term, and `thermal_mean` supplies the mean.

In `thermal_variance`, the three series `hA`, `hB` and `hC` are the binomial, linear and constant parts of the expanded square. They are added in `key`, and `ring` confirms that both the terms and the total agree with the variance formula. `thermal_boltzmann` computes the ratio $q=e^{-x}$ in `hr` and rewrites its powers as exponentials.

`mean_rate_truncated` proves the summation by parts by induction on $K$: raising $K$ by one adds one term to each sum and changes the boundary terms, and `ring` checks the balance. `mean_relaxation` sets $K=M$, removes the terms containing $p_M$ and $p_{M+1}$, and uses normalisation to replace $N\sum_n p_n$ by $N$. Both hold for every real $N$, although only $N\ge0$ describes a bath.
